# In the relaxation-time approximation, the steady driven occupation of a one-dimensional band has an L² norm no larger than that of the equilibrium occupation

The theorem concerns a steady Boltzmann equation in one periodic momentum variable, `a * deriv f k = f k - f0 k`, where `a` is the field times the relaxation time, `f0` the equilibrium occupation and `f` the driven one. It states that if `f` is continuously differentiable and has period 2π, then the square root of the integral of `f ^ 2` over one period is at most the same quantity for `f0`. The number `a` may be any real, and `f0` need not be a Fermi function or take values between 0 and 1. The proof writes `f0` as `-a * deriv f k + f k` and expands the integral of its square. The cross term vanishes by integration by parts over a full period, which leaves the integral of `f ^ 2` plus a non-negative term.

The first attempt, which Lean rejects:

```lean
import Mathlib

open scoped Real

namespace BerryDipoleResponse

noncomputable section

/-- The steady Boltzmann equation in the relaxation-time approximation; `a` is the field times
the relaxation time, `f0` the equilibrium occupation and `f` the driven one. -/
def SteadyBoltzmann (a : ℝ) (f f0 : ℝ → ℝ) : Prop :=
  ∀ k, a * deriv f k = f k - f0 k

/-- The integral over one period of the Berry curvature `Ω` weighted by the occupation `f`. -/
def hallResponse (Ω f : ℝ → ℝ) : ℝ := ∫ k in (0 : ℝ)..(2 * π), Ω k * f k

/-- The root of the integral of `g ^ 2` over one period. -/
def l2Norm (g : ℝ → ℝ) : ℝ := √(∫ k in (0 : ℝ)..(2 * π), g k ^ 2)

lemma integral_sq_combination {u v : ℝ → ℝ} (hu : Continuous u) (hv : Continuous v) (t : ℝ) :
    ∫ k in (0 : ℝ)..(2 * π), (t * u k + v k) ^ 2 =
      t ^ 2 * (∫ k in (0 : ℝ)..(2 * π), u k ^ 2) + 2 * t * hallResponse u v
        + ∫ k in (0 : ℝ)..(2 * π), v k ^ 2 := by
  have h1 : IntervalIntegrable (fun k => t ^ 2 * u k ^ 2) MeasureTheory.volume 0 (2 * π) :=
    Continuous.intervalIntegrable (by fun_prop) _ _
  have h2 : IntervalIntegrable (fun k => 2 * t * (u k * v k)) MeasureTheory.volume 0 (2 * π) :=
    Continuous.intervalIntegrable (by fun_prop) _ _
  have h12 : IntervalIntegrable (fun k => t ^ 2 * u k ^ 2 + 2 * t * (u k * v k))
      MeasureTheory.volume 0 (2 * π) := Continuous.intervalIntegrable (by fun_prop) _ _
  have h3 : IntervalIntegrable (fun k => v k ^ 2) MeasureTheory.volume 0 (2 * π) :=
    Continuous.intervalIntegrable (by fun_prop) _ _
  have e : (fun k => (t * u k + v k) ^ 2) =
      fun k => t ^ 2 * u k ^ 2 + 2 * t * (u k * v k) + v k ^ 2 := by
    funext k; ring
  rw [e, intervalIntegral.integral_add h12 h3, intervalIntegral.integral_add h1 h2,
    intervalIntegral.integral_const_mul, intervalIntegral.integral_const_mul, hallResponse]

/-- Integration by parts over a full period has no boundary term. -/
theorem hallResponse_deriv {u v : ℝ → ℝ} (hu : ContDiff ℝ 1 u) (hv : ContDiff ℝ 1 v)
    (pu : Function.Periodic u (2 * π)) (pv : Function.Periodic v (2 * π)) :
    hallResponse u (deriv v) = -hallResponse (deriv u) v := by
  obtain ⟨du, cu⟩ := contDiff_one_iff_deriv.1 hu
  obtain ⟨dv, cv⟩ := contDiff_one_iff_deriv.1 hv
  have h := intervalIntegral.integral_mul_deriv_eq_deriv_mul (a := 0) (b := 2 * π)
    (fun x _ => (du x).hasDerivAt) (fun x _ => (dv x).hasDerivAt)
    (cu.intervalIntegrable _ _) (cv.intervalIntegrable _ _)
  rw [pu.eq, pv.eq] at h
  unfold hallResponse
  linarith

/-- The driven occupation has at most the L² norm of the equilibrium occupation. -/
theorem l2Norm_le_equilibrium {a : ℝ} {f f0 : ℝ → ℝ} (hf : ContDiff ℝ 1 f)
    (pf : Function.Periodic f (2 * π)) (h : SteadyBoltzmann a f f0) :
    l2Norm f ≤ l2Norm f0 := by
  have cf := (contDiff_one_iff_deriv.1 hf).2
  have e : f0 = fun k => -a * deriv f k + f k := by
    funext k; linear_combination -(h k)
  -- the cross term is the integral of a total derivative
  have hb := hallResponse_deriv hf hf pf pf
  have hc : hallResponse f (deriv f) = hallResponse (deriv f) f := by
    unfold hallResponse; congr 1; funext k; ring
  have hz : hallResponse (deriv f) f = 0 := by linarith
  have hp : 0 ≤ ∫ k in (0 : ℝ)..(2 * π), deriv f k ^ 2 :=
    intervalIntegral.integral_nonneg (by positivity) (fun k _ => sq_nonneg (deriv f k))
  unfold l2Norm
  apply Real.sqrt_le_sqrt
  rw [e, integral_sq_combination cf hf.continuous (-a), hz]
  nlinarith [mul_nonneg (sq_nonneg a) hp]

end

end BerryDipoleResponse
```

The compiler's answer:

```
Main.lean:57:14: error: ring failed, ring expressions not equal
a : ℝ
f f0 : ℝ → ℝ
hf : ContDiff ℝ 1 f
pf : Function.Periodic f (2 * π)
h : SteadyBoltzmann a f f0
cf : Continuous (deriv f)
k : ℝ
⊢ f0 k * 2 + a * deriv f k * 2 - f k * 2 = 0
```

Fix (accepted with no message):

```diff
@@ -55,5 +55,5 @@
   have cf := (contDiff_one_iff_deriv.1 hf).2
   have e : f0 = fun k => -a * deriv f k + f k := by
-    funext k; linear_combination -(h k)
+    funext k; linear_combination h k
   -- the cross term is the integral of a total derivative
   have hb := hallResponse_deriv hf hf pf pf
```

Diagnosis. The error is a wrong sign in the proof of `e`, the step that solves the Boltzmann equation for `f0`. `linear_combination` subtracts the supplied combination of equations from the goal, left side minus right side in each, and asks `ring1` to show that the result is zero.

Here the goal's difference is `f0 k + a * deriv f k - f k`, and the difference of the two sides of `h k` is the same expression. The coefficient should therefore be 1. With `-(h k)` the subtraction becomes an addition, and the expression is doubled instead of cancelled. This is the residual goal in the message, `f0 k * 2 + a * deriv f k * 2 - f k * 2 = 0`. It does follow from `h k`, but it is not an identity of commutative rings, and `ring1` does not use hypotheses.

The diff replaces `-(h k)` with `h k`. The two differences then cancel exactly, and the remaining goal is one that `ring1` can close.
